# Force fitting a classical oscillator with a non-negative quartic term gives the stiffness $k_BT/\langle x^2\rangle$, never below its harmonic constant

Let a classical coordinate $x$ move in $V(x)=\tfrac12ax^2+bx^4$ with $a>0$ and $b\ge 0$, write $T>0$ for the thermal energy ($k_B$ times the temperature), and let $\langle\cdot\rangle$ be the Boltzmann average over the whole real line with weight $e^{-V/T}$. The file below determines which harmonic force $-kx$ best reproduces the true force $-V'(x)$ in the mean-square sense, and compares its stiffness $k$ with $a$.

```lean
import Mathlib

open MeasureTheory

namespace ForceFittedStiffness

noncomputable section

/-- The quartic anharmonic potential `V(x) = a x²/2 + b x⁴`. -/
def potential (a b x : ℝ) : ℝ := a * x ^ 2 / 2 + b * x ^ 4

/-- The potential gradient `V'(x) = a x + 4 b x³`, which is minus the force. -/
def gradV (a b x : ℝ) : ℝ := a * x + 4 * b * x ^ 3

/-- The Boltzmann weight `exp(-V(x)/T)`, where `T` is the thermal energy. -/
def weight (a b T x : ℝ) : ℝ := Real.exp (-potential a b x / T)

/-- The Boltzmann average of an observable `f` over the real line. -/
def avg (a b T : ℝ) (f : ℝ → ℝ) : ℝ :=
  (∫ x, f x * weight a b T x) / ∫ x, weight a b T x

/-- The thermal moment `⟨xⁿ⟩`. -/
def moment (a b T : ℝ) (n : ℕ) : ℝ := avg a b T fun x => x ^ n

/-- The mean squared error `⟨(V'(x) - k x)²⟩` of a harmonic force with stiffness `k`. -/
def fitError (a b T k : ℝ) : ℝ := avg a b T fun x => (gradV a b x - k * x) ^ 2

variable {a b T : ℝ}

/-- `gradV` is the derivative of the potential. -/
theorem hasDerivAt_potential (a b x : ℝ) :
    HasDerivAt (potential a b) (gradV a b x) x := by
  have h := (((hasDerivAt_pow 2 x).const_mul a).div_const 2).fun_add
    ((hasDerivAt_pow 4 x).const_mul b)
  refine h.congr_deriv ?_
  simp only [gradV, Nat.reduceSub]
  push_cast
  ring

/-- Every power of the displacement is integrable against the Boltzmann weight. -/
theorem integrable_pow (ha : 0 < a) (hb : 0 ≤ b) (hT : 0 < T) (n : ℕ) :
    Integrable fun x : ℝ => x ^ n * weight a b T x := by
  have hc : 0 < a / (2 * T) := by positivity
  have hn : (-1 : ℝ) < (n : ℝ) := by
    have : (0 : ℝ) ≤ (n : ℝ) := Nat.cast_nonneg n
    linarith
  have h : Integrable fun x : ℝ => x ^ n * Real.exp (-(a / (2 * T)) * x ^ 2) := by
    simpa only [Real.rpow_natCast] using integrable_rpow_mul_exp_neg_mul_sq hc hn
  -- the quartic term never raises the weight above the Gaussian
  refine h.mono (Continuous.aestronglyMeasurable (by unfold weight potential; fun_prop))
    (ae_of_all _ fun x => ?_)
  simp only [norm_mul, weight, potential, Real.norm_eq_abs, Real.abs_exp]
  refine mul_le_mul_of_nonneg_left (Real.exp_le_exp.mpr ?_) (abs_nonneg _)
  have hT' := hT.ne'
  have e : -(a * x ^ 2 / 2 + b * x ^ 4) / T
      = -(a / (2 * T)) * x ^ 2 - b * x ^ 4 / T := by
    field_simp
    ring
  have h4 : 0 ≤ b * x ^ 4 / T := by positivity
  linarith

/-- The unnormalised even moments of the Boltzmann weight are positive. -/
theorem integral_even_pos (ha : 0 < a) (hb : 0 ≤ b) (hT : 0 < T) (n : ℕ) :
    0 < ∫ x : ℝ, x ^ (2 * n) * weight a b T x := by
  refine integral_pos_of_integrable_nonneg_nonzero (x := 1)
    (by unfold weight potential; fun_prop) (integrable_pow ha hb hT (2 * n)) (fun x => ?_) ?_
  · show (0 : ℝ) ≤ x ^ (2 * n) * weight a b T x
    exact mul_nonneg (by rw [pow_mul]; positivity) (Real.exp_pos _).le
  · simp [weight, Real.exp_ne_zero]

/-- The average of an even polynomial of degree at most six is the same combination of moments. -/
theorem avg_even (ha : 0 < a) (hb : 0 ≤ b) (hT : 0 < T) (c0 c2 c4 c6 : ℝ) :
    avg a b T (fun x => c0 + c2 * x ^ 2 + c4 * x ^ 4 + c6 * x ^ 6)
      = c0 + c2 * moment a b T 2 + c4 * moment a b T 4 + c6 * moment a b T 6 := by
  have I := integrable_pow ha hb hT
  have hZ : 0 < ∫ x, weight a b T x := by simpa using integral_even_pos ha hb hT 0
  have i0 : Integrable fun x => c0 * weight a b T x := by
    have : Integrable fun x => weight a b T x := by simpa using I 0
    exact this.const_mul c0
  have i2 : Integrable fun x => c2 * (x ^ 2 * weight a b T x) := (I 2).const_mul c2
  have i4 : Integrable fun x => c4 * (x ^ 4 * weight a b T x) := (I 4).const_mul c4
  have i6 : Integrable fun x => c6 * (x ^ 6 * weight a b T x) := (I 6).const_mul c6
  have j2 : Integrable fun x => c0 * weight a b T x + c2 * (x ^ 2 * weight a b T x) :=
    i0.add i2
  have j4 : Integrable fun x => c0 * weight a b T x + c2 * (x ^ 2 * weight a b T x)
      + c4 * (x ^ 4 * weight a b T x) := j2.add i4
  have e : (fun x => (c0 + c2 * x ^ 2 + c4 * x ^ 4 + c6 * x ^ 6) * weight a b T x)
      = fun x => c0 * weight a b T x + c2 * (x ^ 2 * weight a b T x)
        + c4 * (x ^ 4 * weight a b T x) + c6 * (x ^ 6 * weight a b T x) := by
    funext x; ring
  have hd : (∫ x, weight a b T x) / (∫ x, weight a b T x) = 1 := div_self hZ.ne'
  simp only [moment, avg]
  rw [e, integral_add j4 i6, integral_add j2 i4, integral_add i0 i2, integral_const_mul,
    integral_const_mul, integral_const_mul, integral_const_mul]
  linear_combination c0 * hd

/-- Hypervirial relation: `⟨xⁿ⁺¹ V'(x)⟩ = (n+1) T ⟨xⁿ⟩`. -/
theorem hypervirial (ha : 0 < a) (hb : 0 ≤ b) (hT : 0 < T) (n : ℕ) :
    avg a b T (fun x => x ^ (n + 1) * gradV a b x) = ((n : ℝ) + 1) * T * moment a b T n := by
  have I := integrable_pow ha hb hT
  have hd : ∀ x : ℝ, HasDerivAt (fun x => x ^ (n + 1) * weight a b T x)
      (((n : ℝ) + 1) * (x ^ n * weight a b T x)
        - T⁻¹ * (x ^ (n + 1) * gradV a b x * weight a b T x)) x := by
    intro x
    have hw : HasDerivAt (weight a b T) (weight a b T x * (-gradV a b x / T)) x :=
      ((hasDerivAt_potential a b x).fun_neg.div_const T).exp
    refine ((hasDerivAt_pow (n + 1) x).fun_mul hw).congr_deriv ?_
    simp only [add_tsub_cancel_right, Nat.cast_add, Nat.cast_one]
    ring
  have i1 : Integrable fun x => ((n : ℝ) + 1) * (x ^ n * weight a b T x) :=
    (I n).const_mul _
  have i2 : Integrable fun x => x ^ (n + 1) * gradV a b x * weight a b T x := by
    refine (((I (n + 2)).const_mul a).add ((I (n + 4)).const_mul (4 * b))).congr
      (ae_of_all _ fun x => ?_)
    simp only [Pi.add_apply, gradV]
    ring
  -- the boundary terms vanish, so the total derivative integrates to zero
  have h0 := integral_eq_zero_of_hasDerivAt_of_integrable hd
    (i1.sub (i2.const_mul T⁻¹)) (I (n + 1))
  rw [integral_sub i1 (i2.const_mul T⁻¹), integral_const_mul, integral_const_mul] at h0
  have hT1 : T * T⁻¹ = 1 := mul_inv_cancel₀ hT.ne'
  have hB : ∫ x, x ^ (n + 1) * gradV a b x * weight a b T x
      = ((n : ℝ) + 1) * T * ∫ x, x ^ n * weight a b T x := by
    linear_combination (-T) * h0
      - (∫ x, x ^ (n + 1) * gradV a b x * weight a b T x) * hT1
  simp only [moment, avg]
  rw [hB]
  ring

/-- Virial theorem: `⟨x V'(x)⟩ = T`. -/
theorem virial (ha : 0 < a) (hb : 0 ≤ b) (hT : 0 < T) :
    avg a b T (fun x => x * gradV a b x) = T := by
  have hZ : 0 < ∫ x, weight a b T x := by simpa using integral_even_pos ha hb hT 0
  have h1 : moment a b T 0 = 1 := by simp [moment, avg, hZ.ne']
  simpa [h1] using hypervirial ha hb hT 0

/-- The mean square displacement is positive. -/
theorem msd_pos (ha : 0 < a) (hb : 0 ≤ b) (hT : 0 < T) : 0 < moment a b T 2 :=
  div_pos (by simpa using integral_even_pos ha hb hT 1)
    (by simpa using integral_even_pos ha hb hT 0)

/-- The second and fourth moments satisfy `a⟨x²⟩ + 4b⟨x⁴⟩ = T`. -/
theorem moment_relation (ha : 0 < a) (hb : 0 ≤ b) (hT : 0 < T) :
    a * moment a b T 2 + 4 * b * moment a b T 4 = T := by
  have h := virial ha hb hT
  have e : (fun x => x * gradV a b x)
      = fun x => 0 + a * x ^ 2 + 4 * b * x ^ 4 + 0 * x ^ 6 := by
    funext x; unfold gradV; ring
  rw [e, avg_even ha hb hT] at h
  linarith

/-- The force-fitting error is a parabola in `k` centred at `T/⟨x²⟩`, with residual
`T (a + 12 b⟨x²⟩ - T/⟨x²⟩)`. -/
theorem fitError_eq (ha : 0 < a) (hb : 0 ≤ b) (hT : 0 < T) (k : ℝ) :
    fitError a b T k = moment a b T 2 * (k - T / moment a b T 2) ^ 2
      + T * (a + 12 * b * moment a b T 2 - T / moment a b T 2) := by
  have h1 := moment_relation ha hb hT
  have h2 := hypervirial ha hb hT 2
  have e2 : (fun x => x ^ (2 + 1) * gradV a b x)
      = fun x => 0 + 0 * x ^ 2 + a * x ^ 4 + 4 * b * x ^ 6 := by
    funext x; unfold gradV; ring
  rw [e2, avg_even ha hb hT] at h2
  push_cast at h2
  have e : (fun x => (gradV a b x - k * x) ^ 2) = fun x => 0 + (a - k) ^ 2 * x ^ 2
      + 8 * (a - k) * b * x ^ 4 + 16 * b ^ 2 * x ^ 6 := by
    funext x; unfold gradV; ring
  have hq : T / moment a b T 2 * moment a b T 2 = T :=
    div_mul_cancel₀ T (msd_pos ha hb hT).ne'
  unfold fitError
  rw [e, avg_even ha hb hT]
  generalize T / moment a b T 2 = q at hq ⊢
  linear_combination (a - 2 * k) * h1 + 4 * b * h2 + (2 * k - q) * hq

/-- The stiffness `T/⟨x²⟩` lies between `a + 4b⟨x²⟩` and `a + 12b⟨x²⟩`. -/
theorem stiffness_bounds (ha : 0 < a) (hb : 0 ≤ b) (hT : 0 < T) :
    a + 4 * b * moment a b T 2 ≤ T / moment a b T 2 ∧
      T / moment a b T 2 ≤ a + 12 * b * moment a b T 2 := by
  have hZ : 0 < ∫ x, weight a b T x := by simpa using integral_even_pos ha hb hT 0
  have hM := msd_pos ha hb hT
  have sq_avg : ∀ f : ℝ → ℝ, 0 ≤ avg a b T fun x => f x ^ 2 := fun f =>
    div_nonneg (integral_nonneg fun x => mul_nonneg (sq_nonneg (f x)) (Real.exp_pos _).le) hZ.le
  constructor
  · -- the variance of x² is nonnegative
    have hv := sq_avg fun x => x ^ 2 - moment a b T 2
    have e : (fun x : ℝ => (x ^ 2 - moment a b T 2) ^ 2) = fun x => moment a b T 2 ^ 2
        + (-2 * moment a b T 2) * x ^ 2 + 1 * x ^ 4 + 0 * x ^ 6 := by
      funext x; ring
    rw [e, avg_even ha hb hT] at hv
    have h1 := moment_relation ha hb hT
    have hv' : 0 ≤ moment a b T 4 - moment a b T 2 ^ 2 := by linarith
    rw [le_div_iff₀ hM]
    linarith [mul_nonneg hb hv']
  · -- the residual error of the best fit is nonnegative
    have hr : 0 ≤ fitError a b T (T / moment a b T 2) :=
      sq_avg fun x => gradV a b x - T / moment a b T 2 * x
    rw [fitError_eq ha hb hT, sub_self, zero_pow two_ne_zero, mul_zero, zero_add] at hr
    linarith [(mul_nonneg_iff_of_pos_left hT).mp hr]

/-- The force-fitting error is minimal exactly at `k = ⟨x V'⟩/⟨x²⟩ = T/⟨x²⟩`; this stiffness
is at least `a`, with equality if and only if `b = 0`. -/
theorem force_fitted_stiffness (ha : 0 < a) (hb : 0 ≤ b) (hT : 0 < T) :
    (∀ k, (∀ k', fitError a b T k ≤ fitError a b T k') ↔
      k = avg a b T (fun x => x * gradV a b x) / moment a b T 2) ∧
    avg a b T (fun x => x * gradV a b x) / moment a b T 2 = T / moment a b T 2 ∧
    a ≤ T / moment a b T 2 ∧ (T / moment a b T 2 = a ↔ b = 0) := by
  have hM := msd_pos ha hb hT
  have key := fitError_eq ha hb hT
  obtain ⟨hlo, hhi⟩ := stiffness_bounds ha hb hT
  rw [virial ha hb hT]
  generalize T / moment a b T 2 = q at key hlo hhi ⊢
  have hbM : 0 ≤ b * moment a b T 2 := mul_nonneg hb hM.le
  refine ⟨fun k => ⟨fun h => ?_, fun h k' => ?_⟩, rfl, by linarith, fun h => ?_, fun h => ?_⟩
  · have hk := h q
    rw [key k, key q, sub_self, zero_pow two_ne_zero, mul_zero] at hk
    have h2 : (k - q) ^ 2 ≤ 0 := by
      by_contra hc
      have := mul_pos hM (not_le.mp hc)
      linarith
    exact sub_eq_zero.mp (pow_eq_zero_iff two_ne_zero |>.mp (le_antisymm h2 (sq_nonneg _)))
  · rw [key k, key k', h, sub_self, zero_pow two_ne_zero, mul_zero]
    linarith [mul_nonneg hM.le (sq_nonneg (k' - q))]
  · have h0 : b * moment a b T 2 = 0 := by linarith
    exact (mul_eq_zero.mp h0).resolve_right hM.ne'
  · have h0 : b * moment a b T 2 = 0 := by rw [h, zero_mul]
    linarith

end

end ForceFittedStiffness
```

```lean
#print axioms ForceFittedStiffness.force_fitted_stiffness
-- 'ForceFittedStiffness.force_fitted_stiffness' depends on axioms: [propext, Classical.choice, Quot.sound]
```

## The best stiffness and its comparison with $a$

The theorem `force_fitted_stiffness` concerns the error

$$E(k)=\langle (V'(x)-kx)^2\rangle ,$$

which is `fitError a b T k` in Lean. It has four parts:

1. A real number $k$ satisfies $E(k)\le E(k')$ for every real $k'$ if and only if $k=\langle xV'\rangle/\langle x^2\rangle$. Read from right to left, this value is a minimizer; read from left to right, there is no other.
2. This value equals $T/\langle x^2\rangle$.
3. It is at least $a$.
4. It equals $a$ exactly when $b=0$.

The companion theorem `stiffness_bounds` is sharper than part 3:

$$a+4b\langle x^2\rangle\le \frac{T}{\langle x^2\rangle}\le a+12b\langle x^2\rangle .$$

Since $V''(x)=a+12bx^2$, the upper bound is the thermal average of the curvature.

## The classical model behind the definitions

The functions `potential` and `gradV` are $V$ and $V'=ax+4bx^3$; the force is $-V'$, and the overall sign drops out of the squared error. `weight` is the unnormalised Boltzmann factor, and `avg` divides by the partition integral, so `moment a b T n` is the normalised moment $\langle x^n\rangle$. The hypotheses `ha`, `hb` and `hT` are $a>0$, $b\ge0$ and $T>0$. Together they describe a confining well that stiffens with displacement, or is exactly harmonic when $b=0$, at a positive temperature.

In some effective harmonic models, force constants are fitted to forces sampled in molecular dynamics. For this single classical coordinate with exact canonical averages, the force fit gives the same stiffness as the displacement variance, namely $T/\langle x^2\rangle$. When $b=0$ it is $a$ at every temperature. When $b>0$ it rises with temperature: in the variable $y=x/\sqrt T$ it equals $1/\langle y^2\rangle$ for the weight $e^{-ay^2/2-bTy^4}$, and this $\langle y^2\rangle$ falls as $T$ grows. Finite sampling, coupled modes and quantum nuclei are absent from the model. No dynamics enters either, so the result does not locate a peak in a vibrational spectrum.

## From integration by parts to a completed square

Write $M_n=\langle x^n\rangle$ and $q=T/M_2$.

**Convergence.** Because $b\ge 0$, we have $V(x)\ge \tfrac12ax^2$, and therefore

$$|x|^n e^{-V/T}\le |x|^n e^{-ax^2/(2T)} .$$

The right side is integrable, so every moment exists. This is `integrable_pow`. The lemma `integral_even_pos` shows that the even integrals are positive; it gives a positive partition integral and, in `msd_pos`, $M_2>0$.

**Hypervirial relation.** Differentiation gives

$$\frac{d}{dx}\left(x^{n+1}e^{-V/T}\right)=(n+1)x^ne^{-V/T}-\frac1T x^{n+1}V'e^{-V/T}.$$

The function in brackets vanishes at $\pm\infty$, so the right side integrates to zero. Multiplying by $T$ and dividing by the partition integral yields

$$\langle x^{n+1}V'\rangle=(n+1)T M_n .$$

In `hypervirial`, the derivative is the statement `hd`. The boundary step is done by `integral_eq_zero_of_hasDerivAt_of_integrable`, which needs only that the function and its derivative are integrable.

For $n=0$ this is the virial theorem $\langle xV'\rangle=T$, which proves part 2. Inserting $V'=ax+4bx^3$ for $n=0$ and $n=2$ gives

$$aM_2+4bM_4=T,\qquad aM_4+4bM_6=3TM_2 .$$

The first equation is `moment_relation`. The lemma `avg_even` supplies the linearity of the average for the polynomials that occur.

**The error as a parabola.** Since $V'-kx=(a-k)x+4bx^3$,

$$E(k)=(a-k)^2M_2+8b(a-k)M_4+16b^2M_6 .$$

The two moment equations give $4bM_4=T-aM_2$ and

$$16b^2M_6=4b(3TM_2-aM_4)=12bTM_2-aT+a^2M_2 .$$

After substitution, the terms in $M_2$ without a factor $bT$ have the coefficient $(a-k)^2-2a(a-k)+a^2=k^2$. Hence

$$E(k)=M_2k^2-2Tk+T(a+12bM_2).$$

Completing the square with $T=qM_2$ gives

$$E(k)=M_2(k-q)^2+T(a+12bM_2-q).$$

This is `fitError_eq`. Its last line, a `linear_combination`, performs the whole elimination at once: `h1` and `h2` are the two moment equations and `hq` is $qM_2=T$.

**The two bounds.** The variance of $x^2$ is non-negative, so $M_4\ge M_2^2$. Therefore

$$T=aM_2+4bM_4\ge aM_2+4bM_2^2,$$

and division by $M_2$ gives $q\ge a+4bM_2$. For the upper bound, evaluate the parabola at its vertex: $0\le E(q)=T(a+12bM_2-q)$, and $T>0$. In `stiffness_bounds`, both arguments use the local fact `sq_avg`, that the average of a square is non-negative.

**Minimizer and equality case.** From the completed square,

$$E(k)-E(q)=M_2(k-q)^2\ge0 .$$

So $q$ is a minimizer. If $k$ is also one, the left side is at most zero, and $M_2>0$ forces $k=q$. The lower bound gives $q\ge a$. If $q=a$, it gives $4bM_2\le0$, hence $b=0$; if $b=0$, both bounds equal $a$, hence $q=a$. The final Lean proof follows these steps after `generalize` has replaced $T/M_2$ by a single variable `q`.

## An oscillator with $a=T=1$ and $b=\tfrac12$

Here the two bounds read $1+2M_2\le 1/M_2\le 1+6M_2$, or

$$2M_2^2+M_2-1\le0,\qquad 6M_2^2+M_2-1\ge0 .$$

The positive roots are $\tfrac12$ and $\tfrac13$, so $\tfrac13\le M_2\le\tfrac12$. The fitted stiffness thus lies between 2 and 3, at least twice the harmonic constant, and no integral had to be evaluated.

For an estimate, apply the trapezoidal rule with step $\tfrac12$ to the weight $e^{-(x^2+x^4)/2}$. Its values at $x=0,\tfrac12,1,\tfrac32$ are about $1$, $0.855$, $0.368$ and $0.026$, and the tail beyond is negligible. The partition integral is then about $1.749$ and the integral of $x^2$ times the weight about $0.640$. This gives $M_2\approx0.366$ and $q\approx2.73$, inside the interval.

## A negative quartic coefficient

Suppose $b\ge0$ is given up, and take $a=T=1$, $b=-1$. The weight becomes $e^{-x^2/2+x^4}$, which grows without limit, so there is no Boltzmann distribution and no thermal stiffness to fit. Lean assigns the value 0 to the divergent partition integral and to division by zero; `moment a b T 2` and `T / moment a b T 2` are then both 0, and the inequality $a\le T/\langle x^2\rangle$ turns into the false statement $1\le0$.
